# The Uniform Electron Gas Fixes the Kinetic Coefficient of the Tran–Blaha Potential for Each Slater Weight

Take one spin channel of the uniform electron gas with Fermi wavevector \(k=1\), in Hartree atomic units. Its Slater potential is \(-3/(2\pi)\), and its exchange potential is \(-1/\pi\). The Slater potential is therefore too deep by \(1/(2\pi)\). The Becke–Johnson potential repairs this with a multiple \(b\) of \(\sqrt{2\tau/\rho}\), where \(\rho\) is the density and \(\tau\) the kinetic energy density of the channel. In this gas \(\sqrt{2\tau/\rho}=\sqrt{3/5}\), so

\[
-\frac{3}{2\pi}+b\sqrt{\tfrac35}=-\frac1\pi
\quad\Longrightarrow\quad
b=\frac{1}{2\pi}\sqrt{\tfrac53}=\frac{1}{\pi}\sqrt{\tfrac5{12}} .
\]

All three terms are proportional to \(k\), so the same \(b\) serves at every density. If the Slater potential is first multiplied by a real number \(c\), as the Tran–Blaha potential does with an approximation to it, the equation for \(b\) is still linear and its solution becomes \((3c-2)\sqrt{5/12}/\pi\).

```lean
import Mathlib

open Real

namespace ModelExchangePotential

noncomputable section
```

## The gas in terms of its Fermi wavevector

The occupied plane waves of one spin fill a sphere of radius \(k\) in wavevector space, with \(1/(2\pi)^3\) states per unit volume of that space and per unit volume of the gas. The density is

\[
\rho=\frac{1}{(2\pi)^3}\,\frac{4\pi k^3}{3}=\frac{k^3}{6\pi^2}.
\]

```lean
/-- Density of one spin channel of the uniform electron gas with Fermi wavevector `k`. -/
def gasDensity (k : ℝ) : ℝ := k ^ 3 / (6 * π ^ 2)
```

Each state of wavevector \(q\) contributes the kinetic energy \(q^2/2\), so

\[
\tau=\frac{1}{(2\pi)^3}\int_0^k 4\pi q^2\,\frac{q^2}{2}\,dq=\int_0^k\frac{q^4}{4\pi^2}\,dq .
\]

The factor \(1/2\) belongs to \(\tau\) here. The angular integration has been done in writing the definition; the radial integral is left for Lean to evaluate.

```lean
/-- Kinetic energy density of one spin channel of the gas, summed over the Fermi sphere. -/
def gasTau (k : ℝ) : ℝ := ∫ q in (0 : ℝ)..k, q ^ 4 / (4 * π ^ 2)
```

The Slater potential is the electrostatic energy of an electron in the field of its own exchange hole. For the gas it is \(-3k/(2\pi)\), twice the exchange energy per electron. This value is entered as a definition and is not derived from the hole.

```lean
/-- Slater potential of the uniform gas. -/
def gasSlater (k : ℝ) : ℝ := -(3 * k) / (2 * π)
```

The exchange potential \(-k/\pi\) is also entered as a definition, but it is tied to the exchange energy by a derivative further on.

```lean
/-- Exchange potential of the uniform gas. -/
def gasExchange (k : ℝ) : ℝ := -k / π
```

## The model potential

For a density \(\rho>0\), the kinetic term is \(\sqrt{2\tau/\rho}\). It has the dimension of a wavevector, which in atomic units can stand beside a potential.

```lean
/-- The kinetic term `√(2τ/ρ)` of the model potentials, for density `ρ > 0`. -/
def kineticTerm (ρ τ : ℝ) : ℝ := √(2 * τ / ρ)
```

The model potential at one point in space is

\[
v_{\text{model}}=c\,v+b\sqrt{\frac{2\tau}{\rho}} .
\]

In `modelPotential` the number \(v\) is an input. It may be the Slater potential or an approximation to it, such as the Becke–Roussel potential that Tran and Blaha use. The gas result below applies when this input equals \(-3k/(2\pi)\).

```lean
/-- Model exchange potential: `c` times a Slater-type potential `v` plus `b` times the
kinetic term, for density `ρ > 0`. -/
def modelPotential (c b v ρ τ : ℝ) : ℝ := c * v + b * kineticTerm ρ τ
```

The coefficient to be tested is \((3c-2)\sqrt{5/12}/\pi\). At \(c=1\) it is the Becke–Johnson value \(\sqrt{5/12}/\pi\).

```lean
/-- The Tran-Blaha coefficient of the kinetic term. -/
def tbCoeff (c : ℝ) : ℝ := (3 * c - 2) * √(5 / 12) / π
```

## One orbital and the hydrogenic density

Where a real, spherically symmetric orbital \(\varphi\) is nonzero, its density \(\rho=\varphi^2\) satisfies \(\rho'=2\varphi\varphi'\), with primes for radial derivatives. Hence

\[
\tau=\tfrac12(\varphi')^2=\frac{(\rho')^2}{8\rho}.
\]

The definition takes the density as a function \(\rho:\mathbb R\to\mathbb R\) and uses its actual derivative, `deriv ρ r`.

```lean
/-- Kinetic energy density of a single real, spherically symmetric orbital whose density at distance
`r` from the centre is `ρ r`, at points where `ρ r > 0`. -/
def oneOrbitalTau (ρ : ℝ → ℝ) (r : ℝ) : ℝ := (deriv ρ r) ^ 2 / (8 * ρ r)
```

The example is the normalised 1s density \(Z^3e^{-2Zr}/\pi\) of one electron in the field of a nucleus of charge \(Z\). Hydrogen has \(Z=1\).

```lean
/-- Density of the 1s orbital in the field of a nucleus of charge `Z`. -/
def hydrogenicDensity (Z r : ℝ) : ℝ := Z ^ 3 * Real.exp (-2 * Z * r) / π
```

## Kinetic energy density and kinetic term of the gas

The radial integral is elementary:

\[
\tau=\frac{1}{4\pi^2}\,\frac{k^5}{5}=\frac{k^5}{20\pi^2}.
\]

In the proof, `integral_pow` integrates \(q^4\), and `intervalIntegral.integral_div` takes the constant denominator outside the integral.

```lean
/-- The kinetic energy density of the gas is `k⁵/(20π²)`. -/
theorem gasTau_eq (k : ℝ) : gasTau k = k ^ 5 / (20 * π ^ 2) := by
  have h : ∫ q in (0 : ℝ)..k, q ^ 4 = k ^ 5 / 5 := by
    rw [integral_pow]
    norm_num
  rw [gasTau, intervalIntegral.integral_div, h]
  ring
```

Now form the ratio:

\[
\frac{2\tau}{\rho}=\frac{2k^5}{20\pi^2}\cdot\frac{6\pi^2}{k^3}=\frac35k^2,
\qquad
\sqrt{\frac{2\tau}{\rho}}=k\sqrt{\tfrac35}.
\]

The hypothesis `0 < k` enters twice. It makes the density nonzero, so that the quotient can be cleared by `div_eq_iff`, and it gives \(\sqrt{k^2}=k\) through `Real.sqrt_sq`.

```lean
/-- In the gas the kinetic term is proportional to the Fermi wavevector. -/
theorem gas_kineticTerm {k : ℝ} (hk : 0 < k) :
    kineticTerm (gasDensity k) (gasTau k) = k * √(3 / 5) := by
  have hρ : gasDensity k ≠ 0 := by
    unfold gasDensity
    positivity
  have h : 2 * gasTau k / gasDensity k = k ^ 2 * (3 / 5) := by
    rw [div_eq_iff hρ, gasTau_eq, gasDensity]
    ring
  rw [kineticTerm, h, Real.sqrt_mul (sq_nonneg k), Real.sqrt_sq hk.le]
```

## The exchange potential as an energy derivative

The exchange energy per unit volume is half the density times the Slater potential:

\[
e_x=\frac12\,\frac{k^3}{6\pi^2}\left(-\frac{3k}{2\pi}\right)=-\frac{k^4}{8\pi^3}.
\]

The exchange potential of a uniform gas is \(de_x/d\rho\). Both quantities are functions of \(k\), so differentiate each:

\[
\frac{d\rho}{dk}=\frac{k^2}{2\pi^2},\qquad
\frac{de_x}{dk}=-\frac{k^3}{2\pi^3}=\left(-\frac{k}{\pi}\right)\frac{d\rho}{dk}.
\]

For \(k>0\), dividing the second by the first gives \(-k/\pi\). The theorem states the two derivatives in this undivided form, which holds for every real \(k\). Its proof rewrites the energy density as a constant times \(x^4\) and applies the power rule.

```lean
/-- As `k` varies, the exchange energy density (half the density times the Slater potential) has a
derivative equal to the exchange potential times the derivative of the density, which is `k²/(2π²)`.
-/
theorem gas_exchange_potential (k : ℝ) :
    HasDerivAt gasDensity (k ^ 2 / (2 * π ^ 2)) k ∧
    HasDerivAt (fun x => gasDensity x * gasSlater x / 2)
      (gasExchange k * (k ^ 2 / (2 * π ^ 2))) k := by
  have h3 : HasDerivAt (fun x : ℝ => x ^ 3) (3 * k ^ 2) k := by
    simpa using hasDerivAt_pow 3 k
  have h4 : HasDerivAt (fun x : ℝ => x ^ 4) (4 * k ^ 3) k := by
    simpa using hasDerivAt_pow 4 k
  have e : (fun x => gasDensity x * gasSlater x / 2)
      = fun x : ℝ => x ^ 4 * (-1 / (8 * π ^ 3)) := by
    funext x
    simp only [gasDensity, gasSlater]
    ring
  constructor
  · exact (h3.div_const (6 * π ^ 2)).congr_deriv (by ring)
  · rw [e]
    exact (h4.mul_const _).congr_deriv (by simp only [gasExchange]; ring)
```

## Solving for the coefficient

Insert the gas values and require the model potential to equal the exchange potential:

\[
-\frac{3ck}{2\pi}+b\,k\sqrt{\tfrac35}=-\frac{k}{\pi}
\quad\Longleftrightarrow\quad
b\,k\sqrt{\tfrac35}=\frac{(3c-2)k}{2\pi}.
\]

Since

\[
\sqrt{\tfrac5{12}}\sqrt{\tfrac35}=\sqrt{\tfrac14}=\tfrac12,
\]

the right-hand side is \(\dfrac{(3c-2)\sqrt{5/12}}{\pi}\,k\sqrt{3/5}\). The factor \(k\sqrt{3/5}\) is positive and cancels, leaving

\[
b=\frac{(3c-2)\sqrt{5/12}}{\pi}.
\]

The Lean statement is an equivalence for one given \(k>0\) and arbitrary real \(c\) and \(b\). From right to left, the coefficient reproduces the exchange potential; from left to right, no other coefficient does. Because `tbCoeff c` doesn't contain \(k\), a match at a single density implies a match at all of them.

In the proof, `hts` is the product of the two square roots. The forward direction uses `mul_right_cancel₀` to reduce the claim to an equality multiplied by \(k\sqrt{3/5}\), and `linear_combination` obtains that from the matching equation and `hts`. The reverse direction substitutes \(b\) and needs only `hts`.

```lean
/-- For every `c`, the model potential reproduces the exchange potential of the uniform gas
if and only if the kinetic term carries the Tran-Blaha coefficient. -/
theorem uniform_gas_iff_tbCoeff {k : ℝ} (hk : 0 < k) (c b : ℝ) :
    modelPotential c b (gasSlater k) (gasDensity k) (gasTau k) = gasExchange k
      ↔ b = tbCoeff c := by
  have hs : 0 < √(3 / 5 : ℝ) := Real.sqrt_pos.mpr (by norm_num)
  -- the two square roots combine to a rational number
  have hts : √(5 / 12 : ℝ) * √(3 / 5) = 1 / 2 := by
    rw [← Real.sqrt_mul (by norm_num),
      show (5 / 12 : ℝ) * (3 / 5) = (1 / 2) ^ 2 by norm_num, Real.sqrt_sq (by norm_num)]
  rw [modelPotential, gas_kineticTerm hk, gasSlater, gasExchange, tbCoeff]
  constructor
  · intro E
    -- cancel the nonzero kinetic term
    apply mul_right_cancel₀ (mul_pos hk hs).ne'
    linear_combination E - (3 * c - 2) * k / π * hts
  · intro hb
    rw [hb]
    linear_combination (3 * c - 2) * k / π * hts
```

In a self-consistent calculation, the model potential is evaluated at each grid point from \(\rho\), \(\tau\) and the Slater-type potential of one spin channel. If a program stores \(\tau\) without the factor \(1/2\), the kinetic term must be coded as \(\sqrt{\tau/\rho}\); keeping the 2 would make it too large by a factor of \(\sqrt2\). The gas provides a check of the routine, provided that \(\tau\) is supplied in the convention the program uses: \(k^5/(20\pi^2)\) with the factor \(1/2\), or \(k^5/(10\pi^2)\) without it. With \(\rho=k^3/(6\pi^2)\) and \(v=-3k/(2\pi)\), the routine should then return \(-k/\pi\) for every \(c\). A wrong factor in the kinetic term shows up only if \(c\ne2/3\), since at \(c=2/3\) its coefficient vanishes.

The Tran–Blaha potential is used to estimate band gaps of solids. The uniform-gas condition relates its two coefficients but leaves \(c\) free, and it says nothing about the accuracy of a gap.

## The kinetic term of a single orbital

For one orbital, the kinetic energy density gives

\[
\frac{2\tau}{\rho}=\frac{2}{\rho}\,\frac{(\rho')^2}{8\rho}
=\left(\frac{\rho'}{2\rho}\right)^2,
\qquad
\sqrt{\frac{2\tau}{\rho}}=\frac{|\rho'|}{2\rho}.
\]

The kinetic term is thus half the absolute logarithmic derivative of the density. The absolute value comes from `Real.sqrt_sq_eq_abs`, and positivity of \(\rho\) at the point in question removes it from the denominator.

```lean
/-- For a single orbital the kinetic term is half the absolute logarithmic derivative
of the density. -/
theorem one_orbital_kineticTerm {ρ : ℝ → ℝ} {r : ℝ} (hρ : 0 < ρ r) :
    kineticTerm (ρ r) (oneOrbitalTau ρ r) = |deriv ρ r| / (2 * ρ r) := by
  have h : 2 * ((deriv ρ r) ^ 2 / (8 * ρ r)) / ρ r = (deriv ρ r / (2 * ρ r)) ^ 2 := by
    ring
  have h2 : 0 < 2 * ρ r := by linarith
  rw [kineticTerm, oneOrbitalTau, h, Real.sqrt_sq_eq_abs, abs_div, abs_of_pos h2]
```

For \(\rho=Z^3e^{-2Zr}/\pi\) with \(Z>0\), the chain rule gives \(\rho'=-2Z\rho\), hence

\[
\sqrt{\frac{2\tau}{\rho}}=\frac{2Z\rho}{2\rho}=Z .
\]

For hydrogen the value is 1. In the proof, `h2` is the derivative of the density, and `field_simp` performs the final cancellation. The theorem admits every real \(r\), because it treats the exponential as a function on the whole line; the physical range is \(r>0\), with the cusp of the three-dimensional density at the nucleus left aside.

```lean
/-- For the 1s density of a nucleus of charge `Z` the kinetic term equals `Z` at every
radius. -/
theorem hydrogenic_kineticTerm {Z : ℝ} (hZ : 0 < Z) (r : ℝ) :
    kineticTerm (hydrogenicDensity Z r) (oneOrbitalTau (hydrogenicDensity Z) r) = Z := by
  have hρ : 0 < hydrogenicDensity Z r := by
    unfold hydrogenicDensity
    positivity
  have h1 : HasDerivAt (fun x : ℝ => -2 * Z * x) (-2 * Z) r :=
    ((hasDerivAt_id' r).const_mul (-2 * Z)).congr_deriv (by ring)
  have h2 : HasDerivAt (hydrogenicDensity Z) (-(2 * Z * hydrogenicDensity Z r)) r :=
    ((h1.exp.const_mul (Z ^ 3)).div_const π).congr_deriv (by
      simp only [hydrogenicDensity]
      ring)
  rw [one_orbital_kineticTerm hρ, h2.deriv, abs_neg, abs_of_pos (by positivity)]
  field_simp
```

Now set \(c=1\). The Becke–Johnson coefficient is \(\sqrt{5/12}/\pi\), so for any Slater-type potential \(v(r)\)

\[
v_{\text{model}}(r)=v(r)+Z\,\frac{\sqrt{5/12}}{\pi}.
\]

The correction is a constant, about \(0.205\,Z\) hartree. A constant shift in the potential leaves the orbitals unchanged and moves every eigenvalue by the same amount, which matters when eigenvalues are compared with a vacuum level at zero. The theorem concerns the potential evaluated on this fixed one-electron density. In Lean, `v` is an arbitrary function, so the shift doesn't depend on how the Slater part is approximated.

```lean
/-- On a 1s density the Becke-Johnson potential (`c = 1`) is the Slater-type potential `v`
shifted by the constant `Z √(5/12)/π`. -/
theorem becke_johnson_hydrogenic {Z : ℝ} (hZ : 0 < Z) (v : ℝ → ℝ) (r : ℝ) :
    modelPotential 1 (tbCoeff 1) (v r) (hydrogenicDensity Z r)
      (oneOrbitalTau (hydrogenicDensity Z) r) = v r + Z * (√(5 / 12) / π) := by
  rw [modelPotential, hydrogenic_kineticTerm hZ, tbCoeff]
  ring
```

## Constant kinetic term implies an exponential density

Conversely, suppose that a one-orbital density is positive, differentiable and non-increasing for \(r>0\), and that its kinetic term has the same value \(\kappa\) at all these radii. Since \(\rho'\le0\), we have \(|\rho'|=-\rho'\), and therefore

\[
\kappa=-\frac{\rho'}{2\rho},\qquad \rho'=-2\kappa\rho .
\]

Multiply the density by the inverse of the expected exponential and differentiate:

\[
\frac{d}{dr}\left(\rho\,e^{2\kappa r}\right)
=(\rho'+2\kappa\rho)\,e^{2\kappa r}=0 .
\]

The product is constant on the half-line \(r>0\). Its value at \(r=1\) is \(A=\rho(1)e^{2\kappa}>0\), so \(\rho(r)=A\,e^{-2\kappa r}\).

The requirement that the density not increase selects the sign of the exponent. Without it, \(\rho(r)=e^{2r}\) is a counter-example: it is positive and differentiable, and its kinetic term is \(2e^{2r}/(2e^{2r})=1\) everywhere, yet it is not of the form \(A\,e^{-2r}\). Normalisation would exclude this density, but the theorem doesn't assume normalisation. For the same reason it includes \(\kappa=0\), where the density is constant.

In the proof, `h1` is the differential equation for \(\rho\), and `hg` says that the product has zero derivative. The lemma `isOpen_Ioi.is_const_of_deriv_eq_zero` then uses the connectedness of the half-line to equate the values at \(r\) and at 1. The last rewriting cancels the two exponentials. No condition is placed on the density at \(r=0\), and the conclusion makes no claim there.

```lean
/-- A one-orbital density that is positive, differentiable and non-increasing for `r > 0`, and whose
kinetic term has the same value `κ` at all radii `r > 0` is an exponential with decay constant `2κ`.
-/
theorem exponential_of_constant_kineticTerm {ρ : ℝ → ℝ} {κ : ℝ}
    (hpos : ∀ r, 0 < r → 0 < ρ r) (hdiff : ∀ r, 0 < r → DifferentiableAt ℝ ρ r)
    (hdec : ∀ r, 0 < r → deriv ρ r ≤ 0)
    (hκ : ∀ r, 0 < r → kineticTerm (ρ r) (oneOrbitalTau ρ r) = κ) :
    ∃ A, 0 < A ∧ ∀ r, 0 < r → ρ r = A * Real.exp (-2 * κ * r) := by
  -- the density divided by the expected exponential has zero derivative
  have hg : ∀ r, 0 < r → HasDerivAt (fun x => ρ x * Real.exp (2 * κ * x)) 0 r := by
    intro r hr
    have hp : 0 < 2 * ρ r := by linarith [hpos r hr]
    have h1 : deriv ρ r = -2 * κ * ρ r := by
      have h := hκ r hr
      rw [one_orbital_kineticTerm (hpos r hr), abs_of_nonpos (hdec r hr),
        div_eq_iff hp.ne'] at h
      linear_combination -h
    have h2 : HasDerivAt (fun x : ℝ => 2 * κ * x) (2 * κ) r :=
      ((hasDerivAt_id' r).const_mul (2 * κ)).congr_deriv (by ring)
    exact ((hdiff r hr).hasDerivAt.fun_mul h2.exp).congr_deriv (by rw [h1]; ring)
  refine ⟨ρ 1 * Real.exp (2 * κ * 1), mul_pos (hpos 1 one_pos) (Real.exp_pos _), ?_⟩
  intro r hr
  have h : ρ r * Real.exp (2 * κ * r) = ρ 1 * Real.exp (2 * κ * 1) :=
    isOpen_Ioi.is_const_of_deriv_eq_zero (s := Set.Ioi (0 : ℝ))
      (f := fun x => ρ x * Real.exp (2 * κ * x)) isPreconnected_Ioi
      (fun x hx => (hg x hx).differentiableAt.differentiableWithinAt)
      (fun x hx => (hg x hx).deriv) hr (Set.mem_Ioi.mpr one_pos)
  rw [← h, mul_assoc, ← Real.exp_add,
    show 2 * κ * r + -2 * κ * r = 0 by ring, Real.exp_zero, mul_one]

end

end ModelExchangePotential
```

```lean
#print axioms ModelExchangePotential.gas_exchange_potential
-- 'ModelExchangePotential.gas_exchange_potential' depends on axioms: [propext, Classical.choice, Quot.sound]
#print axioms ModelExchangePotential.uniform_gas_iff_tbCoeff
-- 'ModelExchangePotential.uniform_gas_iff_tbCoeff' depends on axioms: [propext, Classical.choice, Quot.sound]
#print axioms ModelExchangePotential.becke_johnson_hydrogenic
-- 'ModelExchangePotential.becke_johnson_hydrogenic' depends on axioms: [propext, Classical.choice, Quot.sound]
#print axioms ModelExchangePotential.exponential_of_constant_kineticTerm
-- 'ModelExchangePotential.exponential_of_constant_kineticTerm' depends on axioms: [propext, Classical.choice, Quot.sound]
```
